# The exchange force in a two-level model: a √d term with coefficient −2|W₀₁|

Let $W$ be a Hermitian $2\times2$ matrix with indices 0 and 1, and let $G(d)$ be the minimum of $\langle c,Wc\rangle$ over complex unit vectors $c$ with $|c_1|^2=d$. Then $(G(d)-G(0))/\sqrt d$ tends to $-2|W_{01}|$ as $d$ tends to 0 from above.

```lean
import Mathlib

open Matrix Filter Topology

namespace ExchangeForce

noncomputable section

/-- The energy of the two-level state `c`: the real part of `⟨c, W c⟩`. -/
def energy (W : Matrix (Fin 2) (Fin 2) ℂ) (c : Fin 2 → ℂ) : ℝ :=
  (star c ⬝ᵥ (W *ᵥ c)).re

/-- The energies of all normalised states whose second level has population `d`. -/
def constrainedEnergies (W : Matrix (Fin 2) (Fin 2) ℂ) (d : ℝ) : Set ℝ :=
  {E | ∃ c : Fin 2 → ℂ, ‖c 0‖ ^ 2 + ‖c 1‖ ^ 2 = 1 ∧ ‖c 1‖ ^ 2 = d ∧ energy W c = E}

/-- The pure-state functional `G(d)`: the infimum of the energy at fixed population `d`
of the second level, for `0 ≤ d ≤ 1`. -/
def G (W : Matrix (Fin 2) (Fin 2) ℂ) (d : ℝ) : ℝ :=
  sInf (constrainedEnergies W d)

variable {W : Matrix (Fin 2) (Fin 2) ℂ}

/-- For Hermitian `W` the expectation value `⟨c, W c⟩` has no imaginary part. -/
theorem expectation_im (hW : W.IsHermitian) (c : Fin 2 → ℂ) :
    (star c ⬝ᵥ (W *ᵥ c)).im = 0 := by
  have h10 : W 1 0 = star (W 0 1) := (hW.apply 1 0).symm
  have h00 := congrArg Complex.im (hW.apply 0 0)
  have h11 := congrArg Complex.im (hW.apply 1 1)
  simp only [Complex.star_def, Complex.conj_im] at h00 h11
  have k00 : (W 0 0).im = 0 := by linarith
  have k11 : (W 1 1).im = 0 := by linarith
  simp only [Matrix.mulVec, dotProduct, Fin.sum_univ_two, Pi.star_apply, h10,
    Complex.star_def, Complex.add_re, Complex.add_im, Complex.mul_re, Complex.mul_im,
    Complex.conj_re, Complex.conj_im, k00, k11]
  ring

/-- For Hermitian `W` the energy is the sum of the diagonal elements weighted by `‖c i‖ ^ 2`, plus
an interference term between the two levels. -/
theorem energy_eq (hW : W.IsHermitian) (c : Fin 2 → ℂ) :
    energy W c = (W 0 0).re * ‖c 0‖ ^ 2 + (W 1 1).re * ‖c 1‖ ^ 2
      + 2 * (star (c 0) * W 0 1 * c 1).re := by
  have h10 : W 1 0 = star (W 0 1) := (hW.apply 1 0).symm
  have h00 := congrArg Complex.im (hW.apply 0 0)
  have h11 := congrArg Complex.im (hW.apply 1 1)
  simp only [Complex.star_def, Complex.conj_im] at h00 h11
  have k00 : (W 0 0).im = 0 := by linarith
  have k11 : (W 1 1).im = 0 := by linarith
  simp only [energy, Matrix.mulVec, dotProduct, Fin.sum_univ_two, Pi.star_apply, h10,
    Complex.star_def, Complex.add_re, Complex.add_im, Complex.mul_re, Complex.mul_im,
    Complex.conj_re, Complex.conj_im, k00, k11, Complex.sq_norm, Complex.normSq_apply]
  ring

/-- Every complex number `w` can be rotated onto its modulus by a phase factor. -/
theorem exists_phase (w : ℂ) : ∃ u : ℂ, ‖u‖ = 1 ∧ w * u = (‖w‖ : ℂ) := by
  refine ⟨Complex.exp (((-Complex.arg w : ℝ) : ℂ) * Complex.I),
    Complex.norm_exp_ofReal_mul_I _, ?_⟩
  have h : (Complex.arg w : ℂ) * Complex.I
      + ((-Complex.arg w : ℝ) : ℂ) * Complex.I = 0 := by
    push_cast
    ring
  calc w * Complex.exp (((-Complex.arg w : ℝ) : ℂ) * Complex.I)
      = ((‖w‖ : ℂ) * Complex.exp ((Complex.arg w : ℂ) * Complex.I))
        * Complex.exp (((-Complex.arg w : ℝ) : ℂ) * Complex.I) := by
        rw [Complex.norm_mul_exp_arg_mul_I]
    _ = (‖w‖ : ℂ) := by rw [mul_assoc, ← Complex.exp_add, h, Complex.exp_zero, mul_one]

/-- For Hermitian `W` and `0 ≤ d ≤ 1` the constrained energy has a minimum, attained by a
normalised state, and this is its value. -/
theorem isLeast_energy (hW : W.IsHermitian) {d : ℝ} (hd0 : 0 ≤ d) (hd1 : d ≤ 1) :
    IsLeast (constrainedEnergies W d)
      ((1 - d) * (W 0 0).re + d * (W 1 1).re - 2 * √(d * (1 - d)) * ‖W 0 1‖) := by
  constructor
  · -- the minimiser has the relative phase that makes the interference most negative
    obtain ⟨u, hu, hwu⟩ := exists_phase (W 0 1)
    have h0 : ‖((√(1 - d) : ℝ) : ℂ)‖ ^ 2 = 1 - d := by
      rw [Complex.norm_real, Real.norm_eq_abs, sq_abs, Real.sq_sqrt (by linarith)]
    have h1 : ‖-((√d : ℝ) : ℂ) * u‖ ^ 2 = d := by
      rw [norm_mul, norm_neg, hu, mul_one, Complex.norm_real, Real.norm_eq_abs, sq_abs,
        Real.sq_sqrt hd0]
    have hz : star ((√(1 - d) : ℝ) : ℂ) * W 0 1 * (-((√d : ℝ) : ℂ) * u)
        = ((-(√(1 - d) * √d * ‖W 0 1‖) : ℝ) : ℂ) := by
      rw [Complex.star_def, Complex.conj_ofReal]
      push_cast
      linear_combination (-((√(1 - d) : ℝ) : ℂ) * ((√d : ℝ) : ℂ)) * hwu
    change ∃ c : Fin 2 → ℂ, ‖c 0‖ ^ 2 + ‖c 1‖ ^ 2 = 1 ∧ ‖c 1‖ ^ 2 = d ∧ energy W c = _
    refine ⟨![((√(1 - d) : ℝ) : ℂ), -((√d : ℝ) : ℂ) * u], ?_, h1, ?_⟩
    · change ‖((√(1 - d) : ℝ) : ℂ)‖ ^ 2 + ‖-((√d : ℝ) : ℂ) * u‖ ^ 2 = 1
      rw [h0, h1]
      ring
    · rw [energy_eq hW]
      change (W 0 0).re * ‖((√(1 - d) : ℝ) : ℂ)‖ ^ 2
        + (W 1 1).re * ‖-((√d : ℝ) : ℂ) * u‖ ^ 2
        + 2 * (star ((√(1 - d) : ℝ) : ℂ) * W 0 1 * (-((√d : ℝ) : ℂ) * u)).re = _
      rw [h0, h1, hz, Complex.ofReal_re, Real.sqrt_mul hd0]
      ring
  · -- the interference term is bounded by its modulus, which the constraint fixes
    rintro E ⟨c, hn, hd, rfl⟩
    have h0 : ‖c 0‖ ^ 2 = 1 - d := by linarith
    have hs : √(d * (1 - d)) = ‖c 1‖ * ‖c 0‖ := by
      rw [← h0, ← hd, ← mul_pow, Real.sqrt_sq (by positivity)]
    have hz := (abs_le.mp (Complex.abs_re_le_norm (star (c 0) * W 0 1 * c 1))).1
    rw [norm_mul, norm_mul, norm_star] at hz
    rw [energy_eq hW, hs, h0, hd]
    linarith

/-- Closed form of the functional for Hermitian `W` and `0 ≤ d ≤ 1`. -/
theorem G_eq (hW : W.IsHermitian) {d : ℝ} (hd0 : 0 ≤ d) (hd1 : d ≤ 1) :
    G W d = (1 - d) * (W 0 0).re + d * (W 1 1).re - 2 * √(d * (1 - d)) * ‖W 0 1‖ :=
  (isLeast_energy hW hd0 hd1).csInf_eq

/-- Exchange force: for Hermitian `W`, as the population `d` of the second level tends to
zero from above, `(G(d) - G(0)) / √d` tends to minus twice the modulus of the coupling. -/
theorem exchange_force (hW : W.IsHermitian) :
    Tendsto (fun d => (G W d - G W 0) / √d) (𝓝[>] 0) (𝓝 (-2 * ‖W 0 1‖)) := by
  have hc : Continuous (fun d : ℝ =>
      √d * ((W 1 1).re - (W 0 0).re) - 2 * √(1 - d) * ‖W 0 1‖) := by fun_prop
  have ht := (hc.tendsto 0).mono_left (nhdsWithin_le_nhds (s := Set.Ioi 0))
  have hv : √(0 : ℝ) * ((W 1 1).re - (W 0 0).re) - 2 * √(1 - 0) * ‖W 0 1‖
      = -2 * ‖W 0 1‖ := by
    rw [Real.sqrt_zero, sub_zero, Real.sqrt_one]
    ring
  rw [hv] at ht
  refine ht.congr' ?_
  filter_upwards [Ioo_mem_nhdsGT (zero_lt_one' ℝ)] with d hd
  have hs : √d * √d = d := Real.mul_self_sqrt hd.1.le
  rw [G_eq hW hd.1.le hd.2.le, G_eq hW le_rfl zero_le_one,
    eq_div_iff (Real.sqrt_pos.mpr hd.1).ne', Real.sqrt_mul hd.1.le]
  simp only [zero_mul, Real.sqrt_zero]
  linear_combination ((W 1 1).re - (W 0 0).re) * hs

/-- For Hermitian `W`, as the population `d` of the second level tends to one from below,
`(G(d) - G(1)) / √(1 - d)` tends to minus twice the modulus of the coupling. -/
theorem exchange_force_full (hW : W.IsHermitian) :
    Tendsto (fun d => (G W d - G W 1) / √(1 - d)) (𝓝[<] 1) (𝓝 (-2 * ‖W 0 1‖)) := by
  have hc : Continuous (fun d : ℝ =>
      √(1 - d) * ((W 0 0).re - (W 1 1).re) - 2 * √d * ‖W 0 1‖) := by fun_prop
  have ht := (hc.tendsto 1).mono_left (nhdsWithin_le_nhds (s := Set.Iio 1))
  have hv : √(1 - 1 : ℝ) * ((W 0 0).re - (W 1 1).re) - 2 * √1 * ‖W 0 1‖
      = -2 * ‖W 0 1‖ := by
    rw [sub_self, Real.sqrt_zero, Real.sqrt_one]
    ring
  rw [hv] at ht
  refine ht.congr' ?_
  filter_upwards [Ioo_mem_nhdsLT (zero_lt_one' ℝ)] with d hd
  have hp : 0 < 1 - d := by linarith [hd.2]
  have hs : √(1 - d) * √(1 - d) = 1 - d := Real.mul_self_sqrt hp.le
  rw [G_eq hW hd.1.le hd.2.le, G_eq hW zero_le_one le_rfl,
    eq_div_iff (Real.sqrt_pos.mpr hp).ne', Real.sqrt_mul hd.1.le, sub_self, mul_zero,
    Real.sqrt_zero]
  linear_combination ((W 0 0).re - (W 1 1).re) * hs

/-- If Hermitian `W` couples the two levels, the slope `(G(d) - G(0)) / d` of the functional
tends to minus infinity as `d` tends to zero from above. -/
theorem slope_diverges (hW : W.IsHermitian) (h : W 0 1 ≠ 0) :
    Tendsto (fun d => (G W d - G W 0) / d) (𝓝[>] 0) atBot := by
  have hneg : -2 * ‖W 0 1‖ < 0 := by linarith [norm_pos_iff.mpr h]
  have hsq : Tendsto (fun d : ℝ => √d) (𝓝[>] 0) (𝓝[>] 0) := by
    refine tendsto_nhdsWithin_iff.mpr ⟨?_, ?_⟩
    · have h0 := (Real.continuous_sqrt.tendsto 0).mono_left
        (nhdsWithin_le_nhds (s := Set.Ioi 0))
      rwa [Real.sqrt_zero] at h0
    · filter_upwards [self_mem_nhdsWithin] with d hd
      exact Real.sqrt_pos.mpr hd
  -- the finite square-root coefficient is multiplied by the divergent factor 1 / √d
  refine ((exchange_force hW).neg_mul_atTop hneg
    (tendsto_inv_nhdsGT_zero.comp hsq)).congr' ?_
  filter_upwards [self_mem_nhdsWithin] with d hd
  have hs : √d * √d = d := Real.mul_self_sqrt (le_of_lt hd)
  change (G W d - G W 0) / √d * (√d)⁻¹ = (G W d - G W 0) / d
  rw [← div_eq_mul_inv, div_div, hs]

end

end ExchangeForce
```

```lean
#print axioms ExchangeForce.expectation_im
#print axioms ExchangeForce.exchange_force
#print axioms ExchangeForce.exchange_force_full
#print axioms ExchangeForce.slope_diverges
```

```
'ExchangeForce.expectation_im' depends on axioms: [propext, Classical.choice, Quot.sound]
'ExchangeForce.exchange_force' depends on axioms: [propext, Classical.choice, Quot.sound]
'ExchangeForce.exchange_force_full' depends on axioms: [propext, Classical.choice, Quot.sound]
'ExchangeForce.slope_diverges' depends on axioms: [propext, Classical.choice, Quot.sound]
```

## The energy at fixed population

Written out, the expectation value is

$$\langle c,Wc\rangle = W_{00}|c_0|^2 + W_{11}|c_1|^2 + \bar c_0W_{01}c_1 + \bar c_1W_{10}c_0 .$$

Since $W$ is Hermitian, $W_{00}$ and $W_{11}$ are real and the last term is the complex conjugate of the one before it. The sum is therefore real:

$$\langle c,Wc\rangle = W_{00}|c_0|^2 + W_{11}|c_1|^2 + 2\,\mathrm{Re}(\bar c_0W_{01}c_1).$$

The constraint fixes $|c_1|^2=d$ and $|c_0|^2=1-d$, so only the interference term can still vary, through the relative phase of the two amplitudes. The modulus of the complex product $\bar c_0W_{01}c_1$ is fixed at $\sqrt{d(1-d)}\,|W_{01}|$, and $\mathrm{Re}\,z\ge-|z|$ gives

$$2\,\mathrm{Re}(\bar c_0W_{01}c_1)\ \ge\ -2\sqrt{d(1-d)}\,|W_{01}| .$$

To reach this bound, choose a phase factor $u$ with $|u|=1$ and $W_{01}u=|W_{01}|$, and take $c=(\sqrt{1-d},\,-\sqrt d\,u)$. This vector is normalised, has the required population, and gives $\bar c_0W_{01}c_1=-\sqrt{d(1-d)}\,|W_{01}|$. Hence, for $0\le d\le1$,

$$G(d)=(1-d)W_{00}+dW_{11}-2\sqrt{d(1-d)}\,|W_{01}| .$$

## The square root at both ends

At $d=0$ the formula gives $G(0)=W_{00}$. For $0<d<1$, subtracting this and dividing by $\sqrt d$ leaves

$$\frac{G(d)-G(0)}{\sqrt d}=\sqrt d\,(W_{11}-W_{00})-2\sqrt{1-d}\,|W_{01}| .$$

The right-hand side is continuous at $d=0$, where it equals $-2|W_{01}|$. At the other end $G(1)=W_{11}$, and the same steps give

$$\frac{G(d)-G(1)}{\sqrt{1-d}}=\sqrt{1-d}\,(W_{00}-W_{11})-2\sqrt d\,|W_{01}|,$$

which also tends to $-2|W_{01}|$ as $d$ tends to 1 from below.

The ordinary slope $(G(d)-G(0))/d$ is the first quotient multiplied by $1/\sqrt d$. If $W_{01}\neq0$, a negative limit multiplies a factor that grows without bound, and the slope tends to $-\infty$.

## What the model represents

One physical reading is a singlet pair of electrons in two fixed real orthonormal orbitals, restricted to the two configurations in which one orbital is doubly occupied. Then $d$ is the occupation number per spin of the second orbital, and for the Coulomb interaction $W_{01}$ is the exchange integral between the orbitals. The minimum over the relative phase is the pure-state search at fixed occupation numbers.

If $W_{01}\neq0$, the energy falls steeply as $d$ leaves zero, so the force $-dG/dd$ pushes the occupation away from the boundary; in this sense it is repulsive. A finite one-body cost of occupying the second orbital only changes the diagonal of $W$ and cannot balance the square root. Within this two-level, one-parameter model with $W_{01}\ne0$, an approximate density-matrix functional with a finite slope at $d=0$ misses the effect. In density-matrix functional theory the term exchange force also refers to many fermions near the boundary of their allowed occupation numbers, a setting that the two-level theorems do not address.

## How Lean states it

A state is a function `c : Fin 2 → ℂ`. The definition `energy` takes the real part of `star c ⬝ᵥ (W *ᵥ c)`, where `star` conjugates the amplitudes; `expectation_im` shows that no imaginary part is lost when `W.IsHermitian` holds. The set `constrainedEnergies W d` collects the energies of all normalised states with `‖c 1‖ ^ 2 = d`, and `G W d` is its infimum. For $0\le d\le1$, `isLeast_energy` shows that this infimum is a minimum attained by a state. Outside that range no state satisfies the constraint and the value of `G` has no physical meaning.

In `exchange_force`, `𝓝[>] 0` means that $d$ approaches zero through positive values, and `𝓝 (-2 * ‖W 0 1‖)` names the limit. The theorem `exchange_force_full` uses `𝓝[<] 1` for the approach to full population from below. In `slope_diverges`, `atBot` stands for $-\infty$.

## The proof in Lean

`energy_eq` expands the energy into real and imaginary parts, inserts the Hermitian relations and finishes with `ring`. `exists_phase` builds $u$ as $e^{-i\arg w}$ for any complex number $w$.

The two halves of `isLeast_energy` are the two halves of the minimisation. The first supplies the vector given above and computes its interference term from the phase relation. The second takes an arbitrary allowed state and applies `Complex.abs_re_le_norm`, which says $|\mathrm{Re}\,z|\le|z|$ and so gives the bound $\mathrm{Re}\,z\ge-|z|$. `G_eq` then reads off the closed form.

Both square-root limits begin with the continuous right-hand side of the divided formula, whose continuity `fun_prop` establishes. `filter_upwards` restricts attention to $0<d<1$, where the closed form applies, and `linear_combination` checks that the quotient equals that function. `slope_diverges` multiplies the limit from `exchange_force` by the divergent factor $1/\sqrt d$.

## Without Hermiticity the coefficient can change

Take

$$W=\begin{pmatrix}0&1\\0&0\end{pmatrix}.$$

Now $\langle c,Wc\rangle=\bar c_0c_1$, which is complex in general. The minimum of its real part at fixed $d$ is $-\sqrt{d(1-d)}$, so the quotient by $\sqrt d$ tends to $-1$, whereas $-2|W_{01}|=-2$. The factor 2 comes from the conjugate term $\bar c_1W_{10}c_0$, which is absent here.
